# The commutant of a diagonalizable matrix has dimension equal to the sum of its squared eigenvalue degeneracies

A quantum system with a finite-dimensional state space has a time-independent Hermitian Hamiltonian whose energy levels and degeneracies are known, and one asks which time-independent operators are conserved and how many of them are linearly independent. The conserved operators are the matrices that commute with the Hamiltonian, and since such a Hamiltonian is diagonalizable, the degeneracies alone fix the dimension of the space they form. The dimension count for commuting matrices holds for any diagonalizable matrix, Hermitian or not.

```lean
import Mathlib

namespace DiagonalCommutant

variable {K n : Type*} [Field K] [Fintype n] [DecidableEq n]

/-- The commutant of `H`: the space of all matrices that commute with `H`. -/
def commutant (H : Matrix n n K) : Submodule K (Matrix n n K) where
  carrier := {X | H * X = X * H}
  add_mem' := by
    intro X Y hX hY
    simp only [Set.mem_ofPred_eq] at *
    rw [mul_add, add_mul, hX, hY]
  zero_mem' := by simp
  smul_mem' := by
    intro c X hX
    simp only [Set.mem_ofPred_eq] at *
    rw [Matrix.mul_smul, Matrix.smul_mul, hX]

/-- The degeneracy of the level `ε`: the number of basis states `i` with `d i = ε`. -/
def degeneracy [DecidableEq K] (d : n → K) (ε : K) : ℕ :=
  (Finset.univ.filter (fun i => d i = ε)).card

/-- A matrix commutes with a diagonal Hamiltonian exactly when it has no entries between
states of different energy. -/
theorem mem_commutant_diagonal_iff (d : n → K) (X : Matrix n n K) :
    X ∈ commutant (Matrix.diagonal d) ↔ ∀ i j, d i ≠ d j → X i j = 0 := by
  -- the commutation relation, entry by entry
  have key : X ∈ commutant (Matrix.diagonal d) ↔ ∀ i j, d i * X i j = X i j * d j := by
    change Matrix.diagonal d * X = X * Matrix.diagonal d ↔ _
    rw [← Matrix.ext_iff]
    simp only [Matrix.diagonal_mul, Matrix.mul_diagonal]
  rw [key]
  constructor
  · intro h i j hij
    have h0 : (d i - d j) * X i j = 0 := by linear_combination h i j
    exact (mul_eq_zero.mp h0).resolve_left (sub_ne_zero.mpr hij)
  · intro h i j
    by_cases hij : d i = d j
    · rw [hij, mul_comm]
    · rw [h i j hij, mul_zero, zero_mul]

/-- A matrix commuting with `diag(d)` is the same as a free choice of one number for each
ordered pair of states of equal energy. -/
def commutantEquiv [DecidableEq K] (d : n → K) :
    commutant (Matrix.diagonal d) ≃ₗ[K] ({p : n × n // d p.1 = d p.2} → K) where
  toFun X p := X.1 p.1.1 p.1.2
  map_add' _ _ := rfl
  map_smul' _ _ := rfl
  invFun f := ⟨Matrix.of fun i j => if h : d i = d j then f ⟨(i, j), h⟩ else 0,
    (mem_commutant_diagonal_iff d _).mpr fun _ _ hij => dif_neg hij⟩
  left_inv X := by
    apply Subtype.ext
    ext i j
    change (if h : d i = d j then X.1 i j else 0) = X.1 i j
    split_ifs with h
    · rfl
    · exact ((mem_commutant_diagonal_iff d X.1).mp X.2 i j h).symm
  right_inv f := by
    funext p
    obtain ⟨⟨i, j⟩, h⟩ := p
    exact dif_pos h

/-- The commutant of `diag(d)` has dimension equal to the number of ordered pairs of states
with equal energy. -/
theorem finrank_commutant_diagonal [DecidableEq K] (d : n → K) :
    Module.finrank K (commutant (Matrix.diagonal d)) =
      (Finset.univ.filter (fun p : n × n => d p.1 = d p.2)).card := by
  rw [LinearEquiv.finrank_eq (commutantEquiv d), Module.finrank_fintype_fun_eq_card,
    Fintype.card_subtype]

omit [Field K] [DecidableEq n] in
/-- The number of ordered pairs of states with equal energy is the sum of the squared
degeneracies of the distinct levels. -/
theorem card_pairs_eq_sum_sq [DecidableEq K] (d : n → K) :
    (Finset.univ.filter (fun p : n × n => d p.1 = d p.2)).card =
      ∑ ε ∈ Finset.univ.image d, degeneracy d ε ^ 2 := by
  -- sort the pairs by their common energy
  rw [Finset.card_eq_sum_card_fiberwise (f := fun p : n × n => d p.1)
    (t := Finset.univ.image d)
    (fun p _ => Finset.mem_coe.mpr (Finset.mem_image_of_mem d (Finset.mem_univ p.1)))]
  refine Finset.sum_congr rfl fun ε _ => ?_
  rw [degeneracy, sq, ← Finset.card_product]
  congr 1
  ext ⟨i, j⟩
  simp only [Finset.mem_filter, Finset.mem_univ, true_and, Finset.mem_product]
  exact ⟨fun h => ⟨h.2, h.1.symm.trans h.2⟩, fun h => ⟨h.1.trans h.2.symm, h.1⟩⟩

/-- A change of basis `S` does not alter the dimension of the commutant. -/
theorem finrank_commutant_conj (S : (Matrix n n K)ˣ) (A : Matrix n n K) :
    Module.finrank K (commutant (S.val * A * S⁻¹.val)) =
      Module.finrank K (commutant A) := by
  -- the equivalence is `X ↦ S⁻¹ X S`
  let e : commutant (S.val * A * S⁻¹.val) ≃ₗ[K] commutant A :=
    { toFun := fun X => ⟨S⁻¹.val * X.1 * S.val, by
        have hX : S.val * A * S⁻¹.val * X.1 = X.1 * (S.val * A * S⁻¹.val) := X.2
        change A * (S⁻¹.val * X.1 * S.val) = S⁻¹.val * X.1 * S.val * A
        calc A * (S⁻¹.val * X.1 * S.val)
            = S⁻¹.val * (S.val * A * S⁻¹.val * X.1) * S.val := by
              simp only [mul_assoc, Units.inv_mul_cancel_left]
          _ = S⁻¹.val * X.1 * S.val * A := by
              rw [hX]
              simp only [mul_assoc, Units.inv_mul, mul_one]⟩
      map_add' := fun X Y => Subtype.ext (by
        change S⁻¹.val * (X.1 + Y.1) * S.val =
          S⁻¹.val * X.1 * S.val + S⁻¹.val * Y.1 * S.val
        rw [mul_add, add_mul])
      map_smul' := fun c X => Subtype.ext (by
        change S⁻¹.val * (c • X.1) * S.val = c • (S⁻¹.val * X.1 * S.val)
        rw [Matrix.mul_smul, Matrix.smul_mul])
      invFun := fun Y => ⟨S.val * Y.1 * S⁻¹.val, by
        have hY : A * Y.1 = Y.1 * A := Y.2
        change S.val * A * S⁻¹.val * (S.val * Y.1 * S⁻¹.val) =
          S.val * Y.1 * S⁻¹.val * (S.val * A * S⁻¹.val)
        simp only [mul_assoc, Units.inv_mul_cancel_left]
        rw [← mul_assoc A, hY, mul_assoc]⟩
      left_inv := fun X => Subtype.ext (by
        change S.val * (S⁻¹.val * X.1 * S.val) * S⁻¹.val = X.1
        simp only [mul_assoc, Units.mul_inv_cancel_left, Units.mul_inv, mul_one])
      right_inv := fun Y => Subtype.ext (by
        change S⁻¹.val * (S.val * Y.1 * S⁻¹.val) * S.val = Y.1
        simp only [mul_assoc, Units.inv_mul_cancel_left, Units.inv_mul, mul_one]) }
  exact e.finrank_eq

/-- For a diagonalizable Hamiltonian `S diag(d) S⁻¹`, the dimension of the commutant is the
sum of the squared degeneracies of its distinct levels. -/
theorem finrank_commutant_diagonalizable [DecidableEq K] (S : (Matrix n n K)ˣ) (d : n → K) :
    Module.finrank K (commutant (S.val * Matrix.diagonal d * S⁻¹.val)) =
      ∑ ε ∈ Finset.univ.image d, degeneracy d ε ^ 2 := by
  rw [finrank_commutant_conj, finrank_commutant_diagonal, card_pairs_eq_sum_sq]

/-- The commutant of a diagonalizable Hamiltonian has dimension at least the number of basis states,
with equality exactly when no two of the levels `d i` coincide. -/
theorem card_le_finrank_commutant (S : (Matrix n n K)ˣ) (d : n → K) :
    Fintype.card n ≤ Module.finrank K (commutant (S.val * Matrix.diagonal d * S⁻¹.val)) ∧
    (Module.finrank K (commutant (S.val * Matrix.diagonal d * S⁻¹.val)) = Fintype.card n ↔
      Function.Injective d) := by
  classical
  rw [finrank_commutant_conj, finrank_commutant_diagonal]
  -- the pairs `(i, i)` always contribute
  have hsub : Finset.univ.image (fun i : n => (i, i)) ⊆
      Finset.univ.filter (fun p : n × n => d p.1 = d p.2) := by
    intro p hp
    obtain ⟨i, _, rfl⟩ := Finset.mem_image.mp hp
    simp
  have hcard : (Finset.univ.image (fun i : n => (i, i))).card = Fintype.card n := by
    rw [Finset.card_image_of_injective _ (fun i j h => congrArg Prod.fst h), Finset.card_univ]
  refine ⟨hcard ▸ Finset.card_le_card hsub, fun h i j hij => ?_, fun hd => ?_⟩
  · have he := Finset.eq_of_subset_of_card_le hsub (h.trans hcard.symm).le
    have hm : (i, j) ∈ Finset.univ.image (fun i : n => (i, i)) := by
      rw [he]
      simp [hij]
    obtain ⟨k, _, hk⟩ := Finset.mem_image.mp hm
    exact (congrArg Prod.fst hk).symm.trans (congrArg Prod.snd hk)
  · rw [← hcard]
    refine le_antisymm (Finset.card_le_card ?_) (Finset.card_le_card hsub)
    rintro ⟨i, j⟩ hp
    have hij : i = j := hd (Finset.mem_filter.mp hp).2
    exact Finset.mem_image.mpr ⟨i, Finset.mem_univ i, by rw [hij]⟩

/-- The total `S_z` of two spins one-half, with diagonal entries `1, 0, 0, -1`, has a commutant of
dimension six over the rational numbers. -/
theorem finrank_commutant_two_spins :
    Module.finrank ℚ (commutant (Matrix.diagonal (![1, 0, 0, -1] : Fin 4 → ℚ))) = 6 := by
  rw [finrank_commutant_diagonal]
  decide +kernel

end DiagonalCommutant
```

```lean
#print axioms DiagonalCommutant.finrank_commutant_diagonalizable
#print axioms DiagonalCommutant.card_le_finrank_commutant
#print axioms DiagonalCommutant.finrank_commutant_two_spins
```

```
'DiagonalCommutant.finrank_commutant_diagonalizable' depends on axioms: [propext, Classical.choice, Quot.sound]
'DiagonalCommutant.card_le_finrank_commutant' depends on axioms: [propext, Classical.choice, Quot.sound]
'DiagonalCommutant.finrank_commutant_two_spins' depends on axioms: [propext, Classical.choice, Quot.sound]
```

## Conserved operators as a vector space

The type `n` labels the basis states; write $N$ for their number, `Fintype.card n`. The entries of all matrices lie in a field $K$, which is $\mathbb{C}$ in ordinary quantum mechanics. For a matrix $H$, `commutant H` is the set of all $X$ with $HX = XH$. Sums and scalar multiples of such matrices again commute with $H$, so the set is a subspace, and `Module.finrank K` is its dimension over $K$. Every commuting matrix is counted, Hermitian or not.

The function `d` assigns to each state $i$ a level $d_i$, and `Matrix.diagonal d` is the Hamiltonian $D$ in its own eigenbasis. The number `degeneracy d ε`, written $g(\varepsilon)$ below, counts the states with $d_i = \varepsilon$. A general diagonalizable Hamiltonian is written $H = SDS^{-1}$, where `S` is an invertible matrix, expressed in Lean as a unit of the matrix ring. Diagonalizability is thus built into the form of $H$. Over $\mathbb{C}$ every Hermitian matrix has this form, with $S$ unitary. Non-diagonalizable matrices and infinite-dimensional Hilbert spaces are not treated.

## No entries between different energies

Multiplying by a diagonal matrix on the left scales rows, and on the right it scales columns:

$$(DX)_{ij} = d_i X_{ij}, \qquad (XD)_{ij} = X_{ij} d_j .$$

Hence $DX = XD$ holds exactly when $(d_i - d_j)X_{ij} = 0$ for all $i, j$. If $d_i \neq d_j$, the first factor is nonzero, and in a field this forces $X_{ij} = 0$. If $d_i = d_j$, the equation holds for any $X_{ij}$. A conserved operator may therefore mix states within a level but cannot connect different levels.

This is `mem_commutant_diagonal_iff`. Its intermediate statement `key` is the entrywise form of the commutation relation. The forward direction then factors out $d_i - d_j$ and uses `mul_eq_zero`; the converse separates the cases $d_i = d_j$ and $d_i \neq d_j$.

## Counting the free entries

The entries $X_{ij}$ with $d_i = d_j$ can be chosen independently, and all others vanish. The dimension is therefore the number of ordered pairs $(i,j)$ with $d_i = d_j$. In Lean, `commutantEquiv` expresses this as a linear equivalence: one direction reads off the allowed entries, and the other puts given numbers into those positions and zeros elsewhere. Since linear equivalences preserve dimension, `finrank_commutant_diagonal` follows.

Now sort the pairs by their common level $\varepsilon$. Both $i$ and $j$ range over the same $g(\varepsilon)$ states, which gives $g(\varepsilon)^2$ pairs, so

$$\#\{(i,j) : d_i = d_j\} = \sum_{\varepsilon} g(\varepsilon)^2 ,$$

where the sum runs over the distinct levels, `Finset.univ.image d`. The proof of `card_pairs_eq_sum_sq` splits the set of pairs in this way and identifies each part with the product of a level's set of states with itself.

## Independence of the basis

Let $H = SDS^{-1}$ and suppose $HX = XH$. Put $Y = S^{-1}XS$. Because $DS^{-1} = S^{-1}H$ and $HS = SD$,

$$DY = S^{-1}HXS = S^{-1}XHS = YD .$$

Conversely, if $DY = YD$, then $X = SYS^{-1}$ satisfies

$$HX = SDYS^{-1} = SYDS^{-1} = XH .$$

The two maps are linear and undo each other, so the commutants of $H$ and $D$ have equal dimension. The theorem `finrank_commutant_conj` builds this equivalence for an arbitrary matrix `A` in place of $D$; its calculations regroup products and cancel $S$ against $S^{-1}$. Combined with the count above, it gives `finrank_commutant_diagonalizable`:

$$\dim\{X : HX = XH\} = \sum_{\varepsilon} g(\varepsilon)^2 .$$

## The minimum is reached without degeneracy

The $N$ pairs $(i,i)$ always satisfy $d_i = d_i$, so the dimension is at least $N$. It equals $N$ exactly when there are no further pairs, that is, when $d_i = d_j$ implies $i = j$. This is the condition `Function.Injective d`: the spectrum is nondegenerate.

In `card_le_finrank_commutant`, `hsub` places the diagonal pairs inside the set of equal-energy pairs, and `hcard` counts them. If the two sets have the same size, they coincide, so any pair with $d_i = d_j$ is diagonal. If `d` is injective, every equal-energy pair is diagonal and the counts agree.

## Two spins one-half

In units of $\hbar$, the total $S_z$ of two spins one-half has diagonal entries $1, 0, 0, -1$ in the basis $\uparrow\uparrow, \uparrow\downarrow, \downarrow\uparrow, \downarrow\downarrow$. Here $S_z$ takes the place of $D$, and its commutant contains every Hamiltonian that conserves $S_z$. The values $1$, $0$ and $-1$ have degeneracies $1$, $2$ and $1$, so the dimension is

$$1^2 + 2^2 + 1^2 = 6 .$$

The six free entries are visible in the general commuting matrix:

$$X = \begin{pmatrix} a & 0 & 0 & 0 \\ 0 & b & c & 0 \\ 0 & e & f & 0 \\ 0 & 0 & 0 & h \end{pmatrix}.$$

The exchange coupling $\mathbf{S}_1 \cdot \mathbf{S}_2$ has this shape, with its off-diagonal entries at $c$ and $e$. The theorem `finrank_commutant_two_spins` works over the rational numbers, so the commutant in it consists of rational matrices, and `decide +kernel` counts the equal-value pairs among all sixteen. The number of such pairs is the same over $\mathbb{C}$, so by `finrank_commutant_diagonal` the space of complex commuting matrices also has dimension six.

The same block structure is used in exact diagonalization of finite spin models: a Hamiltonian that conserves $S_z$ can be diagonalized separately in each sector of fixed $S_z$.
